# Symmetric displacements remove the quadratic force term from a least-squares force constant, but not the cubic term

If I displace an atom by finite amounts, fit a straight line through the origin to the forces and call its slope, with the sign reversed, the harmonic force constant, I get a number that depends on how I chose the displacements. Pairing every +u with a −u is supposed to cure this, yet the fitted constant still drifts when I change the amplitude.

For one coordinate I think the drift can be written down exactly. Take displacements u_i = δ s_i with i = 1, …, N, where δ ≠ 0 sets the scale and the numbers s_i are symmetric under s → −s and not all zero. Let the forces be

F_i = −k u_i − a u_i² − b u_i³

and let m_p be the mean of s_i^p over the sample. My claim is that Σ (F_i + K u_i)² has the unique minimiser

K = k + b δ² m₄/m₂

and that m₄/m₂ ≥ m₂, so the shift is at least |b| times the mean square displacement in size. Can this be made rigorous, with a proof that a machine has checked?

## The fitted constant keeps a shift b δ² m₄/m₂

Yes. The claim holds as you state it, and it is a special case of a formula for samples without any symmetry. It bears on finite-displacement force constants in lattice dynamics, in a model with a single uncoupled coordinate and a force that ends at third order.

### Completing the square in K

Write the residual of the harmonic model at sample point i as

r_i(K) = F_i + K u_i = (K − k) u_i − a u_i² − b u_i³

and the misfit as S(K) = Σ r_i(K)². Setting dS/dK = 2 Σ u_i r_i(K) to zero gives

(K − k) Σ u_i² = a Σ u_i³ + b Σ u_i⁴.

Since Σ u_i^p = N δ^p m_p, dividing by N δ² turns this into the normal equation for the stationary value K₀:

K₀ m₂ = k m₂ + a δ m₃ + b δ² m₄.

Some s_i is nonzero, so m₂ > 0 and we can divide:

K₀ = k + a δ m₃/m₂ + b δ² m₄/m₂.

To see that this is the only minimiser, use r_i(K) = r_i(K₀) + (K − K₀) u_i. Squaring and summing produces the cross term 2 (K − K₀) Σ u_i r_i(K₀), which vanishes by the normal equation. What remains is

S(K) = S(K₀) + N δ² m₂ (K − K₀)².

The coefficient N δ² m₂ is positive, so S(K) > S(K₀) whenever K ≠ K₀.

Now use the symmetry. There is a permutation σ of the sample points with s_σ(i) = −s_i. Reordering a sum does not change it, so

Σ s_i³ = Σ s_σ(i)³ = −Σ s_i³.

Hence m₃ = 0, the term in a disappears, and K₀ = k + b δ² m₄/m₂.

For the inequality, expand the spread of the squared amplitudes about their mean:

Σ (s_i² − m₂)² = N m₄ − 2 m₂ · N m₂ + N m₂² = N (m₄ − m₂²).

The left side is not negative, so m₄ ≥ m₂², and dividing by m₂ gives m₄/m₂ ≥ m₂. Equality requires every s_i² to equal m₂, which means that all |s_i| coincide.

### Four displacements with numbers

Take s = −2, −1, 1, 2 with δ = 0.1, k = 10, a = 3 and b = 4 in some consistent units. Then

m₂ = (4 + 1 + 1 + 4)/4 = 2.5
m₄ = (16 + 1 + 1 + 16)/4 = 8.5
m₄/m₂ = 3.4

and the fitted constant is

K = 10 + 4 · 0.01 · 3.4 = 10.136.

The lower bound on the shift is 4 · 0.01 · 2.5 = 0.1, which would be attained by the two displacements ±δ√2.5, with the same mean square displacement.

Keeping only s = 1, 2 leaves m₂ and m₄ unchanged but gives m₃ = (1 + 8)/2 = 4.5. The term in a then adds 3 · 0.1 · 4.5/2.5 = 0.54, and K rises to 10.676.

### The Lean file

```lean
import Mathlib

open Finset

namespace ForceConstantFit

noncomputable section

variable {ι : Type*} [Fintype ι]

/-- The sample moment `m_p`: the mean of `s_i ^ p` over the sample. -/
def moment (s : ι → ℝ) (p : ℕ) : ℝ := (∑ i, s i ^ p) / (Fintype.card ι : ℝ)

/-- The anharmonic restoring force at displacement `u`, with harmonic constant `k`
and anharmonic coefficients `a` and `b`. -/
def force (k a b u : ℝ) : ℝ := -k * u - a * u ^ 2 - b * u ^ 3

/-- The sum of squared force residuals of the harmonic model `-K u`
over the displacements `u_i = δ s_i`. -/
def misfit (k a b δ : ℝ) (s : ι → ℝ) (K : ℝ) : ℝ :=
  ∑ i, (force k a b (δ * s i) + K * (δ * s i)) ^ 2

/-- The sample is symmetric under `s → -s`: some permutation of the sample points
reverses the sign of every value. -/
def IsSymmetricSample (s : ι → ℝ) : Prop :=
  ∃ σ : Equiv.Perm ι, ∀ i, s (σ i) = -s i

/-- A sum of powers over the sample is the sample size times the moment. -/
theorem sum_pow_eq (s : ι → ℝ) (p : ℕ) :
    ∑ i, s i ^ p = (Fintype.card ι : ℝ) * moment s p := by
  rcases isEmpty_or_nonempty ι with h | h
  · simp [moment]
  · have hN : (Fintype.card ι : ℝ) ≠ 0 := by exact_mod_cast Fintype.card_ne_zero
    unfold moment
    rw [mul_div_cancel₀ _ hN]

/-- The second moment of a sample that is not all zero is positive. -/
theorem moment_two_pos {s : ι → ℝ} (hs : ∃ i, s i ≠ 0) : 0 < moment s 2 := by
  obtain ⟨i, hi⟩ := hs
  have : Nonempty ι := ⟨i⟩
  have hN : (0 : ℝ) < Fintype.card ι := by exact_mod_cast Fintype.card_pos
  have hsum : 0 < ∑ j, s j ^ 2 :=
    Finset.sum_pos' (fun j _ => sq_nonneg (s j)) ⟨i, Finset.mem_univ i, by positivity⟩
  exact div_pos hsum hN

/-- All odd moments of a symmetric sample vanish. -/
theorem odd_moment_eq_zero {s : ι → ℝ} (hsym : IsSymmetricSample s) {p : ℕ} (hp : Odd p) :
    moment s p = 0 := by
  obtain ⟨σ, hσ⟩ := hsym
  -- reindexing by the sign reversal turns the sum into its negative
  have h := Equiv.sum_comp σ (fun i => s i ^ p)
  simp only [hσ, hp.neg_pow, Finset.sum_neg_distrib] at h
  have h0 : ∑ i, s i ^ p = 0 := by linarith
  simp [moment, h0]

/-- If `K₀` solves the normal equation of the fit, the misfit at any `K` exceeds that at `K₀`
by a square in `K - K₀`, weighted by the sum of squared displacements. -/
theorem misfit_eq_add_sq (k a b δ : ℝ) (s : ι → ℝ) {K₀ : ℝ}
    (h₀ : K₀ * moment s 2 = k * moment s 2 + a * δ * moment s 3 + b * δ ^ 2 * moment s 4)
    (K : ℝ) :
    misfit k a b δ s K = misfit k a b δ s K₀
      + (Fintype.card ι : ℝ) * δ ^ 2 * moment s 2 * (K - K₀) ^ 2 := by
  have hdiff : misfit k a b δ s K - misfit k a b δ s K₀ =
      (K - K₀) * ((K + K₀ - 2 * k) * δ ^ 2 * ∑ i, s i ^ 2
        - 2 * a * δ ^ 3 * ∑ i, s i ^ 3 - 2 * b * δ ^ 4 * ∑ i, s i ^ 4) := by
    unfold misfit
    simp only [Finset.mul_sum, ← Finset.sum_sub_distrib]
    refine Finset.sum_congr rfl fun i _ => ?_
    unfold force
    ring
  rw [sum_pow_eq, sum_pow_eq, sum_pow_eq] at hdiff
  -- the normal equation removes the anharmonic terms
  linear_combination hdiff + 2 * (K - K₀) * (Fintype.card ι : ℝ) * δ ^ 2 * h₀

/-- For `δ ≠ 0` and any sample that is not all zero, symmetric or not, `K` minimises the misfit
exactly when `K = k + a δ m₃/m₂ + b δ² m₄/m₂`. -/
theorem minimiser_iff (k a b : ℝ) {δ : ℝ} (hδ : δ ≠ 0) {s : ι → ℝ} (hs : ∃ i, s i ≠ 0) (K : ℝ) :
    (∀ K', misfit k a b δ s K ≤ misfit k a b δ s K') ↔
      K = k + a * δ * (moment s 3 / moment s 2) + b * δ ^ 2 * (moment s 4 / moment s 2) := by
  have hm := moment_two_pos hs
  have hm' := hm.ne'
  have hN : (0 : ℝ) < Fintype.card ι := by
    obtain ⟨i, _⟩ := hs
    have : Nonempty ι := ⟨i⟩
    exact_mod_cast Fintype.card_pos
  obtain ⟨K₀, hK₀⟩ : ∃ K₀, K₀ = k + a * δ * (moment s 3 / moment s 2)
      + b * δ ^ 2 * (moment s 4 / moment s 2) := ⟨_, rfl⟩
  have h₀ : K₀ * moment s 2
      = k * moment s 2 + a * δ * moment s 3 + b * δ ^ 2 * moment s 4 := by
    rw [hK₀]
    field_simp
  have hc : 0 < (Fintype.card ι : ℝ) * δ ^ 2 * moment s 2 := by positivity
  rw [← hK₀]
  constructor
  · intro h
    by_contra hne
    have hsq : 0 < (K - K₀) ^ 2 := by
      have := sub_ne_zero.mpr hne
      positivity
    have h1 := h K₀
    rw [misfit_eq_add_sq k a b δ s h₀ K] at h1
    have h2 := mul_pos hc hsq
    linarith
  · intro h K'
    rw [h, misfit_eq_add_sq k a b δ s h₀ K']
    have h2 := mul_nonneg hc.le (sq_nonneg (K' - K₀))
    linarith

/-- The spread of the squared amplitudes about their mean is measured by `m₄ - m₂²`. -/
theorem sum_sq_sub_moment (s : ι → ℝ) :
    ∑ i, (s i ^ 2 - moment s 2) ^ 2
      = (Fintype.card ι : ℝ) * (moment s 4 - moment s 2 ^ 2) := by
  have h : ∀ i, (s i ^ 2 - moment s 2) ^ 2
      = s i ^ 4 - 2 * moment s 2 * s i ^ 2 + moment s 2 ^ 2 := fun i => by ring
  simp only [h, Finset.sum_add_distrib, Finset.sum_sub_distrib, ← Finset.mul_sum,
    Finset.sum_const, Finset.card_univ, nsmul_eq_mul]
  rw [sum_pow_eq, sum_pow_eq]
  ring

/-- For `δ ≠ 0` and a symmetric sample that is not all zero, the unique minimiser of the misfit is
`K = k + b δ² m₄/m₂`, and the ratio `m₄/m₂` is at least `m₂`. -/
theorem symmetric_fit (k a b : ℝ) {δ : ℝ} (hδ : δ ≠ 0) {s : ι → ℝ}
    (hsym : IsSymmetricSample s) (hs : ∃ i, s i ≠ 0) :
    (∀ K, (∀ K', misfit k a b δ s K ≤ misfit k a b δ s K') ↔
      K = k + b * δ ^ 2 * (moment s 4 / moment s 2)) ∧
    moment s 2 ≤ moment s 4 / moment s 2 := by
  constructor
  · intro K
    rw [minimiser_iff k a b hδ hs K, odd_moment_eq_zero hsym (by decide : Odd 3)]
    simp only [zero_div, mul_zero, add_zero]
  · have hN : (0 : ℝ) < Fintype.card ι := by
      obtain ⟨i, _⟩ := hs
      have : Nonempty ι := ⟨i⟩
      exact_mod_cast Fintype.card_pos
    have h : 0 ≤ ∑ i, (s i ^ 2 - moment s 2) ^ 2 :=
      Finset.sum_nonneg fun i _ => sq_nonneg _
    rw [sum_sq_sub_moment] at h
    have h' := (mul_nonneg_iff_of_pos_left hN).1 h
    rw [le_div_iff₀ (moment_two_pos hs)]
    nlinarith

/-- For a sample that is not all zero, `m₄/m₂ = m₂` holds exactly when all sample points have
the same magnitude. -/
theorem moment_ratio_eq_iff {s : ι → ℝ} (hs : ∃ i, s i ≠ 0) :
    moment s 4 / moment s 2 = moment s 2 ↔ ∀ i j, |s i| = |s j| := by
  have hN : (Fintype.card ι : ℝ) ≠ 0 := by
    obtain ⟨i, _⟩ := hs
    have : Nonempty ι := ⟨i⟩
    exact_mod_cast Fintype.card_ne_zero
  have hvar := sum_sq_sub_moment s
  rw [div_eq_iff (moment_two_pos hs).ne']
  constructor
  · intro h
    have h0 : ∑ i, (s i ^ 2 - moment s 2) ^ 2 = 0 := by
      rw [hvar, h]
      ring
    -- a vanishing sum of squares fixes every squared amplitude
    have hall : ∀ i, s i ^ 2 = moment s 2 := fun i => by
      have hi := (Finset.sum_eq_zero_iff_of_nonneg (fun j _ => sq_nonneg _)).1 h0 i
        (Finset.mem_univ i)
      exact sub_eq_zero.1 (pow_eq_zero_iff (two_ne_zero)|>.1 hi)
    intro i j
    exact (sq_eq_sq_iff_abs_eq_abs _ _).1 ((hall i).trans (hall j).symm)
  · intro h
    have hall : ∀ i, s i ^ 2 = moment s 2 := fun i => by
      have hj : ∀ j, s j ^ 2 = s i ^ 2 := fun j => (sq_eq_sq_iff_abs_eq_abs _ _).2 (h j i)
      have hsum := sum_pow_eq s 2
      simp only [hj, Finset.sum_const, Finset.card_univ, nsmul_eq_mul] at hsum
      exact mul_left_cancel₀ hN hsum
    have h0 : ∑ i, (s i ^ 2 - moment s 2) ^ 2 = 0 :=
      Finset.sum_eq_zero fun i _ => by rw [hall i]; ring
    rw [hvar] at h0
    have h1 := (mul_eq_zero.1 h0).resolve_left hN
    linarith

/-- For the two displacements `+δ` and `-δ` with `δ ≠ 0`, the unique minimiser of the misfit is `K =
k + b δ²`. -/
theorem central_difference_fit (k a b : ℝ) {δ : ℝ} (hδ : δ ≠ 0) (K : ℝ) :
    (∀ K', misfit k a b δ ![1, -1] K ≤ misfit k a b δ ![1, -1] K') ↔ K = k + b * δ ^ 2 := by
  have hsym : IsSymmetricSample (![1, -1] : Fin 2 → ℝ) :=
    ⟨Equiv.swap 0 1, fun i => by fin_cases i <;> simp⟩
  have h2 : moment (![1, -1] : Fin 2 → ℝ) 2 = 1 := by
    norm_num [moment, Fin.sum_univ_two]
  have h4 : moment (![1, -1] : Fin 2 → ℝ) 4 = 1 := by
    norm_num [moment, Fin.sum_univ_two]
  have h := (symmetric_fit k a b hδ hsym ⟨0, by simp⟩).1 K
  rw [h2, h4, div_one, mul_one] at h
  exact h

end

end ForceConstantFit
```

```lean
#print axioms ForceConstantFit.symmetric_fit
#print axioms ForceConstantFit.moment_ratio_eq_iff
#print axioms ForceConstantFit.central_difference_fit
```

```
'ForceConstantFit.symmetric_fit' depends on axioms: [propext, Classical.choice, Quot.sound]
'ForceConstantFit.moment_ratio_eq_iff' depends on axioms: [propext, Classical.choice, Quot.sound]
'ForceConstantFit.central_difference_fit' depends on axioms: [propext, Classical.choice, Quot.sound]
```

### What the theorems say about the fit

The sample is a function `s : ι → ℝ` on a finite index type `ι`. An index is one force evaluation, and repeated displacements count as often as they occur. The sample size N is `Fintype.card ι`, and `moment s p` is the mean m_p, with no subtraction of the average of s.

`force k a b u` is the restoring force of the potential k u²/2 + a u³/3 + b u⁴/4. In this convention a is half the third derivative of the potential at u = 0, and b is one sixth of the fourth. No sign is imposed on k, a or b. `misfit k a b δ s K` is the plain, unweighted sum of squared residuals S(K).

`IsSymmetricSample s` says that some permutation of the indices reverses the sign of every value. This respects multiplicities: a sample with the value 1 twice and −1 once is not symmetric, although its set of values is.

The main theorem is `symmetric_fit`. Its hypotheses are `δ ≠ 0`, the symmetry, and `∃ i, s i ≠ 0`, which says that at least one displacement is nonzero. The first part of its conclusion states, for every real K, that K has a misfit no larger than that of any K' exactly when K = k + b δ² m₄/m₂. Read from right to left, the equivalence says that this value is a minimiser; read from left to right, that there is no other. The second part is m₂ ≤ m₄/m₂.

Three further theorems complete the picture:

- `minimiser_iff` drops the symmetry and includes the term a δ m₃/m₂.
- `moment_ratio_eq_iff` says that m₄/m₂ = m₂ holds exactly when all |s_i| are equal, again without symmetry.
- `central_difference_fit` treats the displacements +δ and −δ, for which K = k + b δ². This is also the central-difference slope −(F(δ) − F(−δ))/(2δ).

The cubic polynomial for the force is assumed, not derived from an electronic-structure calculation. Coupling between atoms or directions, noise in the forces, weighted fits and continuous distributions of displacements are not covered.

The symmetry could also have been modelled by the bare condition m₃ = 0, since the third moment is the only odd moment that enters the fitted constant. The formula for K would then apply to more samples, for example to one with the value −2 once and the value 1 eight times. The permutation describes instead what is done when displacements are taken in ± pairs, and it makes all odd moments vanish.

### How the proof follows the algebra

`sum_pow_eq` is the conversion Σ s_i^p = N m_p. `moment_two_pos` proves m₂ > 0: all terms s_i² are nonnegative and at least one is positive.

`odd_moment_eq_zero` is the reordering argument, for any odd power. `Equiv.sum_comp` supplies the equality of the reordered and the original sum, the sign reversal turns the reordered one into its negative, and `linarith` concludes that a number equal to its own negative is zero.

`misfit_eq_add_sq` is the completed square. It takes the normal equation for K₀ as the hypothesis `h₀` and does not use derivatives. Where the derivation above used a cross term, the file factors a difference of squares at each sample point:

r_i(K)² − r_i(K₀)² = (K − K₀) [(K + K₀ − 2k) u_i² − 2a u_i³ − 2b u_i⁴].

After summation, this is `hdiff`, which `ring` verifies term by term. Once the sums have been replaced by moments, `linear_combination` adds the right multiple of `h₀`. This replaces k m₂ + a δ m₃ + b δ² m₄ by K₀ m₂ and leaves N δ² m₂ (K − K₀)².

`minimiser_iff` names the claimed value K₀, obtains the normal equation from it by clearing the denominator m₂ with `field_simp`, and records in `hc` that N δ² m₂ is positive. If K is a minimiser but differs from K₀, the completed square makes S(K) strictly larger than S(K₀), a contradiction. Conversely, at K = K₀ the extra term for any other K' is nonnegative.

`sum_sq_sub_moment` is the expansion of Σ (s_i² − m₂)². In `symmetric_fit`, the first part rewrites with `minimiser_iff` and sets m₃ to zero. The second part uses that this sum of squares is nonnegative, cancels N, and multiplies the desired inequality through by m₂.

`moment_ratio_eq_iff` uses the same identity in both directions. If m₄ = m₂², the sum of squares is zero, so each term is zero and every s_i² equals m₂. If all magnitudes agree, their common square is m₂, the sum vanishes, and m₄ = m₂² follows.

`central_difference_fit` applies `symmetric_fit` to the sample `![1, -1]`. The permutation is the exchange of its two entries, and both m₂ and m₄ evaluate to 1.
